# Kernels of $(H-z)^k$ at $z=\pm w,\pm\bar w$ have equal dimension for the RPA matrix with $A$ Hermitian and $B$ symmetric

> The pairing argument I know for the response matrix $H=\begin{pmatrix}A&B\\-\bar B&-\bar A\end{pmatrix}$ can fall short when the reference state is unstable. It sends an eigenvector with excitation and de-excitation amplitudes $(x,y)$ at $w$ to $(\bar y,\bar x)$ at $-\bar w$, which is $-w$ only for real $w$, and it says nothing about Jordan chains when $H$ is defective. I believe that for Hermitian $A$ and symmetric $B$ the points $\pm w,\pm\bar w$ share one Jordan structure. Can this be made rigorous and machine-checked?

## Two symmetries of $H$

It can, as an equality of kernel dimensions. Let $A,B$ be $N\times N$, let a bar denote entrywise conjugation, and set $d_k(z)=\dim\ker(H-z)^k$, $X=\begin{pmatrix}0&1\\1&0\end{pmatrix}$, $S=\begin{pmatrix}1&0\\0&-1\end{pmatrix}$, so that $X^2=S^2=1$.

For a square matrix $M$, $\dim\ker M$ is the size minus the rank, so any operation that preserves the rank of $M^k$ preserves its kernel dimension. The adjoint does, since $(M^\dagger)^k=(M^k)^\dagger$. Conjugation does, since $\bar M=(M^\dagger)^T$. If $P^2=1$, the inner factors cancel in $(PMP)^k=PM^kP$; a product cannot raise the rank, and $P(PM^kP)P=M^k$ gives the reverse inequality. An overall sign contributes only $(-1)^k$.

Multiplying by $X$ on both sides exchanges block rows and block columns:
$$X\bar HX=X\begin{pmatrix}\bar A&\bar B\\-B&-A\end{pmatrix}X=\begin{pmatrix}-A&-B\\\bar B&\bar A\end{pmatrix}=-H .$$
Hence $-X\,\overline{(H-w)}\,X=H+\bar w$ and $d_k(-\bar w)=d_k(w)$, for arbitrary $A$ and $B$.

With $A^\dagger=A$ (so $A^T=\bar A$) and $B^T=B$ (so $B^\dagger=\bar B$),
$$H^\dagger=\begin{pmatrix}A^\dagger&-B^T\\B^\dagger&-A^T\end{pmatrix}=\begin{pmatrix}A&-B\\\bar B&-\bar A\end{pmatrix},$$
and $S$ on both sides flips the off-diagonal signs, so $SH^\dagger S=H$. Hence $S(H-w)^\dagger S=H-\bar w$ and $d_k(\bar w)=d_k(w)$. The first pairing applied at $\bar w$ then gives $d_k(-w)=d_k(\bar w)=d_k(w)$.

The number of Jordan blocks of size at least $k\ge1$ at $z$ is $d_k(z)-d_{k-1}(z)$, so equal sequences mean equal block sizes; the file never defines Jordan blocks, and this reading rests on ordinary linear algebra.

## The Lean objects and theorems

The finite type `n` labels particle-hole pairs, with $N$ elements, and `n ⊕ n` carries $x$ in the left summand and $y$ in the right. `rpa A B` is $H$, `cc` is the bar, `swapXY n` is $X$, `metric n` is $S$, and `w • 1` is $w$ times the identity. Thus `nullity ((rpa A B - w • 1) ^ k)` is $d_k(w)$.

`nullity_quartet` assumes `A.IsHermitian` and `B.IsSymm` and states $d_k(-w)=d_k(w)$, $d_k(\bar w)=d_k(w)$ and $d_k(-\bar w)=d_k(w)$ for every complex $w$ and natural $k$; at $k=0$ or $N=0$ all four numbers are zero. These hypotheses stand for real orbital-energy differences together with the index symmetries of the response kernel; they are assumed, not derived from orbitals and two-electron integrals. No stability condition is imposed. `genDim_quartet` gives the same equalities for the full generalized eigenspaces. In RPA, adiabatic TDDFT or statically screened BSE, with a finite basis and frequency-independent blocks with $A$ Hermitian and $B$ symmetric, the kernel dimensions at a complex or defective eigenvalue $w$ thus recur at $-w$ and $\pm\bar w$, points that need not all be distinct; frequency-dependent kernels and infinite bases are not covered.

```lean
import Mathlib

open Matrix Complex
open scoped ComplexConjugate ComplexOrder

namespace RPAJordanPairing

noncomputable section

variable {m n : Type*} [Fintype m] [DecidableEq m] [Fintype n] [DecidableEq n]

/-- Entrywise complex conjugate of a matrix. -/
def cc {ι : Type*} (M : Matrix ι ι ℂ) : Matrix ι ι ℂ := M.map conj

/-- The RPA (linear-response, BSE) matrix `H = [[A, B], [-conj B, -conj A]]`. -/
def rpa {ι : Type*} (A B : Matrix ι ι ℂ) : Matrix (ι ⊕ ι) (ι ⊕ ι) ℂ :=
  fromBlocks A B (-cc B) (-cc A)

/-- The matrix `X = [[0, 1], [1, 0]]` exchanging excitation and de-excitation amplitudes. -/
def swapXY (ι : Type*) [DecidableEq ι] : Matrix (ι ⊕ ι) (ι ⊕ ι) ℂ := fromBlocks 0 1 1 0

/-- The indefinite RPA metric `S = diag(1, -1)`. -/
def metric (ι : Type*) [DecidableEq ι] : Matrix (ι ⊕ ι) (ι ⊕ ι) ℂ := fromBlocks 1 0 0 (-1)

/-- Dimension of the kernel of a square matrix acting on column vectors. -/
def nullity (M : Matrix m m ℂ) : ℕ := Module.finrank ℂ (LinearMap.ker (toLin' M))

/-- Rank-nullity: kernel dimension plus rank is the size of the matrix. -/
theorem nullity_add_rank (M : Matrix m m ℂ) : nullity M + M.rank = Fintype.card m := by
  have h := LinearMap.finrank_range_add_finrank_ker (toLin' M)
  rw [Module.finrank_fintype_fun_eq_card, add_comm] at h
  exact h

/-- The kernel of the `k`-th power keeps its dimension when the matrix is replaced by its
adjoint or by its complex conjugate. -/
theorem nullity_pow_adjoint_conj (M : Matrix m m ℂ) (k : ℕ) :
    nullity (Mᴴ ^ k) = nullity (M ^ k) ∧ nullity (cc M ^ k) = nullity (M ^ k) := by
  have e : cc M = Mᴴᵀ := by
    ext i j
    rfl
  have h0 := nullity_add_rank (M ^ k)
  have h1 := nullity_add_rank (Mᴴ ^ k)
  have h2 := nullity_add_rank (cc M ^ k)
  have r1 : (Mᴴ ^ k).rank = (M ^ k).rank := by
    rw [← conjTranspose_pow, rank_conjTranspose]
  have r2 : (cc M ^ k).rank = (Mᴴ ^ k).rank := by
    rw [e, ← transpose_pow, rank_transpose]
  omega

/-- For an involution `P`, the `k`-th powers of `P M P` and of `-P M P` have kernels of the
same dimension as that of `M ^ k`. -/
theorem nullity_pow_involution (P M : Matrix m m ℂ) (hP : P * P = 1) (k : ℕ) :
    nullity ((P * M * P) ^ k) = nullity (M ^ k) ∧
      nullity ((-(P * M * P)) ^ k) = nullity (M ^ k) := by
  -- the inner factors `P * P` cancel in the power
  have hpow : (P * M * P) ^ k = P * M ^ k * P := by
    induction k with
    | zero => simp [hP]
    | succ k ih =>
      rw [pow_succ, ih, pow_succ]
      calc P * M ^ k * P * (P * M * P) = P * M ^ k * (P * P) * M * P := by noncomm_ring
        _ = P * (M ^ k * M) * P := by rw [hP]; noncomm_ring
  have hle : ∀ X : Matrix m m ℂ, (P * X * P).rank ≤ X.rank := fun X =>
    (rank_mul_le_left _ _).trans (rank_mul_le_right _ _)
  have hback : P * (P * M ^ k * P) * P = M ^ k := by
    calc P * (P * M ^ k * P) * P = (P * P) * M ^ k * (P * P) := by noncomm_ring
      _ = M ^ k := by rw [hP]; simp
  have r1 : ((P * M * P) ^ k).rank = (M ^ k).rank := by
    have h := hle (P * M ^ k * P)
    rw [hback] at h
    rw [hpow]
    exact le_antisymm (hle _) h
  -- an overall sign does not change the rank
  have hneg : ∀ X : Matrix m m ℂ, (-X).rank ≤ X.rank := by
    intro X
    have e : -X = X * (-1) := by simp
    rw [e]
    exact rank_mul_le_left _ _
  have r2 : ((-(P * M * P)) ^ k).rank = ((P * M * P) ^ k).rank := by
    rcases Nat.even_or_odd k with h | h
    · rw [h.neg_pow]
    · rw [h.neg_pow]
      have h' := hneg (-(P * M * P) ^ k)
      rw [neg_neg] at h'
      exact le_antisymm (hneg _) h'
  have h0 := nullity_add_rank (M ^ k)
  have h1 := nullity_add_rank ((P * M * P) ^ k)
  have h2 := nullity_add_rank ((-(P * M * P)) ^ k)
  omega

/-- Particle-hole symmetry `X conj(H) X = -H`, for arbitrary blocks `A` and `B`. -/
theorem swap_conj_rpa (A B : Matrix n n ℂ) :
    swapXY n * cc (rpa A B) * swapXY n = -rpa A B := by
  have e : cc (rpa A B) = fromBlocks (cc A) (cc B) (-B) (-A) := by
    ext (i | i) (j | j) <;> simp [cc, rpa]
  rw [e]
  simp [swapXY, rpa, fromBlocks_multiply, fromBlocks_neg]

/-- Pseudo-Hermiticity `S Hᴴ S = H` for Hermitian `A` and symmetric `B`. -/
theorem metric_adjoint_rpa {A B : Matrix n n ℂ} (hA : A.IsHermitian) (hB : B.IsSymm) :
    metric n * (rpa A B)ᴴ * metric n = rpa A B := by
  have e : (rpa A B)ᴴ = fromBlocks A (-B) (cc B) (-cc A) := by
    ext (i | i) (j | j)
    · simpa [rpa, cc] using hA.apply i j
    · simpa [rpa, cc] using hB.apply i j
    · simp [rpa, cc, hB.apply i j]
    · simpa [rpa, cc] using (hA.apply j i).symm
  rw [e]
  simp [metric, rpa, fromBlocks_multiply]

/-- For arbitrary blocks, `(H + conj w)^k` and `(H - w)^k` have kernels of equal dimension. -/
theorem nullity_add_conj (A B : Matrix n n ℂ) (w : ℂ) (k : ℕ) :
    nullity ((rpa A B + conj w • 1) ^ k) = nullity ((rpa A B - w • 1) ^ k) := by
  have hX : swapXY n * swapXY n = 1 := by simp [swapXY, fromBlocks_multiply]
  have e : cc (rpa A B - w • 1) = cc (rpa A B) - conj w • 1 := by
    ext i j
    by_cases h : i = j <;> simp [cc, h]
  -- `H + conj w = -X conj(H - w) X`
  have key : rpa A B + conj w • 1 = -(swapXY n * cc (rpa A B - w • 1) * swapXY n) := by
    rw [e, mul_sub, sub_mul, swap_conj_rpa, Matrix.mul_smul, Matrix.mul_one, Matrix.smul_mul,
      hX]
    abel
  rw [key, (nullity_pow_involution _ _ hX k).2, (nullity_pow_adjoint_conj _ k).2]

/-- For Hermitian `A` and symmetric `B`, the kernels of `(H + w)^k`, `(H - conj w)^k` and
`(H + conj w)^k` all have the dimension of the kernel of `(H - w)^k`, for every `w` and `k`. -/
theorem nullity_quartet {A B : Matrix n n ℂ} (hA : A.IsHermitian) (hB : B.IsSymm)
    (w : ℂ) (k : ℕ) :
    nullity ((rpa A B + w • 1) ^ k) = nullity ((rpa A B - w • 1) ^ k) ∧
      nullity ((rpa A B - conj w • 1) ^ k) = nullity ((rpa A B - w • 1) ^ k) ∧
      nullity ((rpa A B + conj w • 1) ^ k) = nullity ((rpa A B - w • 1) ^ k) := by
  have hS : metric n * metric n = 1 := by simp [metric, fromBlocks_multiply]
  -- `H - conj w = S (H - w)ᴴ S`
  have key : rpa A B - conj w • 1 = metric n * (rpa A B - w • 1)ᴴ * metric n := by
    rw [conjTranspose_sub, conjTranspose_smul, conjTranspose_one, mul_sub, sub_mul,
      metric_adjoint_rpa hA hB, Matrix.mul_smul, Matrix.mul_one, Matrix.smul_mul, hS]
    rfl
  have hc : nullity ((rpa A B - conj w • 1) ^ k) = nullity ((rpa A B - w • 1) ^ k) := by
    rw [key, (nullity_pow_involution _ _ hS k).1, (nullity_pow_adjoint_conj _ k).1]
  -- `w ↦ -w` is the composite of the two pairings
  have hn := nullity_add_conj A B (conj w) k
  rw [conj_conj] at hn
  exact ⟨hn.trans hc, hc, nullity_add_conj A B w k⟩

/-- Dimension of the full generalized eigenspace of `M` at `z`. -/
def genDim (M : Matrix m m ℂ) (z : ℂ) : ℕ :=
  Module.finrank ℂ (Module.End.maxGenEigenspace (toLin' M) z)

/-- For Hermitian `A` and symmetric `B`, the full generalized eigenspaces of `H` at `-w`,
`conj w` and `-conj w` have the same dimension as the one at `w`. -/
theorem genDim_quartet {A B : Matrix n n ℂ} (hA : A.IsHermitian) (hB : B.IsSymm) (w : ℂ) :
    genDim (rpa A B) (-w) = genDim (rpa A B) w ∧
      genDim (rpa A B) (conj w) = genDim (rpa A B) w ∧
      genDim (rpa A B) (-conj w) = genDim (rpa A B) w := by
  have key : ∀ z : ℂ, genDim (rpa A B) z =
      nullity ((rpa A B - z • 1) ^ Module.finrank ℂ (n ⊕ n → ℂ)) := by
    intro z
    rw [genDim, Module.End.maxGenEigenspace_eq_genEigenspace_finrank,
      Module.End.genEigenspace_nat, nullity, Matrix.toLin'_pow, map_sub, map_smul,
      Matrix.toLin'_one]
    rfl
  rw [key, key, key, key, neg_smul, neg_smul, sub_neg_eq_add, sub_neg_eq_add]
  exact nullity_quartet hA hB w _

/-- `A = σz` is Hermitian, `B = σx` is symmetric, and `(1, 0, 0, i)` is an eigenvector of
their RPA matrix with eigenvalue `1 + i`. -/
theorem quartet_witness :
    (!![1, 0; 0, -1] : Matrix (Fin 2) (Fin 2) ℂ).IsHermitian ∧
      (!![0, 1; 1, 0] : Matrix (Fin 2) (Fin 2) ℂ).IsSymm ∧
      rpa !![1, 0; 0, -1] !![0, 1; 1, 0] *ᵥ Sum.elim ![1, 0] ![0, I] =
        (1 + I) • Sum.elim ![1, 0] ![0, I] := by
  refine ⟨?_, ?_, ?_⟩
  · ext i j
    fin_cases i <;> fin_cases j <;> simp
  · ext i j
    fin_cases i <;> fin_cases j <;> simp
  · ext (i | i) <;> fin_cases i <;>
      simp [rpa, cc, mulVec, dotProduct, Fintype.sum_sum_type, Fin.sum_univ_two,
        Complex.ext_iff]

/-- For `A = (i)` and `B = 0`, the kernel of `H - i` has dimension two while the kernel of
`H + i` has dimension zero. -/
theorem pairing_fails_for_imaginary_A :
    nullity (rpa !![I] 0 - I • 1) = 2 ∧ nullity (rpa !![I] 0 + I • 1) = 0 := by
  have e : rpa !![I] 0 = I • (1 : Matrix (Fin 1 ⊕ Fin 1) (Fin 1 ⊕ Fin 1) ℂ) := by
    ext (i | i) (j | j) <;> fin_cases i <;> fin_cases j <;> simp [rpa, cc]
  have hI : I + I ≠ 0 := by
    rw [← two_mul]
    exact mul_ne_zero two_ne_zero I_ne_zero
  have hu : IsUnit (I • (1 : Matrix (Fin 1 ⊕ Fin 1) (Fin 1 ⊕ Fin 1) ℂ) + I • 1) := by
    rw [isUnit_iff_isUnit_det, ← add_smul, det_smul, det_one, mul_one]
    exact (isUnit_iff_ne_zero.2 hI).pow _
  rw [e, sub_self]
  constructor
  · simpa using nullity_add_rank (0 : Matrix (Fin 1 ⊕ Fin 1) (Fin 1 ⊕ Fin 1) ℂ)
  · have h := nullity_add_rank (I • (1 : Matrix (Fin 1 ⊕ Fin 1) (Fin 1 ⊕ Fin 1) ℂ) + I • 1)
    rw [rank_of_isUnit _ hu] at h
    omega

end

end RPAJordanPairing
```

```lean
#print axioms RPAJordanPairing.nullity_quartet
#print axioms RPAJordanPairing.genDim_quartet
#print axioms RPAJordanPairing.pairing_fails_for_imaginary_A
```

```
'RPAJordanPairing.nullity_quartet' depends on axioms: [propext, Classical.choice, Quot.sound]
'RPAJordanPairing.genDim_quartet' depends on axioms: [propext, Classical.choice, Quot.sound]
'RPAJordanPairing.pairing_fails_for_imaginary_A' depends on axioms: [propext, Classical.choice, Quot.sound]
```

## From rank identities to the quartet

`nullity_add_rank` is rank-nullity. `nullity_pow_adjoint_conj` uses $\bar M=(M^\dagger)^T$, pulls the power inside, applies `rank_conjTranspose` and `rank_transpose`, and lets `omega` turn equal ranks into equal nullities. In `nullity_pow_involution`, `hpow` is the cancellation by induction on $k$, `hle` and `hback` give the two rank inequalities, and `r2` treats the sign by splitting on the parity of $k$.

`swap_conj_rpa` and `metric_adjoint_rpa` are the two displayed block computations; in the second, the four cases after `ext` are the blocks of $H^\dagger$, with `hA` used on the diagonal and `hB` off it. The step `key` is $H+\bar w=-X\,\overline{(H-w)}\,X$ in `nullity_add_conj` and $H-\bar w=S(H-w)^\dagger S$ in `nullity_quartet`, where `hn` is the first pairing at $\bar w$. `genDim_quartet` identifies the full generalized eigenspace at $z$ with $\ker(H-z)^{2N}$ and applies the quartet at $k=2N$.

## A complex eigenvalue and a failed pairing

`quartet_witness` takes the Pauli matrices $A=\sigma_z$, $B=\sigma_x$ with $x=(1,0)$, $y=(0,i)$. Then $Ax+By=(1+i,0)$ and $-\bar Bx-\bar Ay=(0,-1+i)$, which is $(1+i)(x,y)$; this vector has $x^\dagger x-y^\dagger y=1-1=0$, so it cannot be given the RPA normalisation $x^\dagger x-y^\dagger y=\pm1$. The matrices are a toy choice, not derived from a Hamiltonian, and $A$ has a negative eigenvalue. Here the four points $\pm1\pm i$ are distinct. In `pairing_fails_for_imaginary_A`, $A=(i)$ and $B=0$ give $H=i\cdot1$, so $d_1(i)=2$ and $d_1(-i)=0$: with $B$ symmetric but $A$ not Hermitian, the pairings with $-w$ and $\bar w$ can fail.

## Maps between kernels in place of dimensions

The statement might also be cast as explicit bijections between the kernels. For $-\bar w$ this gives more: $v\mapsto X\bar v$ carries $\ker(H-w)^k$ onto $\ker(H+\bar w)^k$ and names the partner vectors, at the price of a conjugate-linear map. For $\bar w$, $S$ carries $\ker(H-\bar w)^k$ onto $\ker\big((H-w)^\dagger\big)^k$, the space of left generalized eigenvectors at $w$, so $S$ alone does not reach the right ones; a further step is needed, and the file uses the rank of the adjoint for it.
